# For a smooth propagator with $U(0)=1$, equal memory integrals imply equal continuous kernels

Let $T>0$, and let $U$ be a continuously differentiable matrix function on $[0,T]$ with $U(0)=1$. If two matrix kernels $K$ and $M$, continuous on $[0,T]$, satisfy

$$\int_0^t K(t-s)\,U(s)\,ds=\int_0^t M(t-s)\,U(s)\,ds\qquad\text{for all } t\in[0,T],$$

then $K(t)=M(t)$ for every $t\in[0,T]$, endpoints included. In open quantum dynamics $U$ is the reduced propagator, which carries the initial state of the subsystem to its state at time $t$, and $K$ describes the delayed influence of the eliminated environment. For simulations, the result means that exact data for $U$ and its memory integral on a short window leave no freedom in a continuous, time-translation-invariant kernel on that same window.

## Propagators, kernels and the memory integral

```lean
import Mathlib

open Set MeasureTheory
open scoped Matrix.Norms.Operator

namespace MemoryKernelUniqueness

noncomputable section

variable {A : Type*} [NormedRing A] [NormedAlgebra ℝ A]
```

The values of $U$ and $K$ lie in `A`, a real algebra with a norm satisfying $\|xy\|\le\|x\|\,\|y\|$. Multiplication need not commute, so the order of factors matters throughout. Completeness of `A` is added later, where the fundamental theorem of calculus needs it. Bounded superoperators on a Banach space are an example, and so are complex matrices.

```lean
/-- The memory term at time `t`: the integral of `K (t - s) * U s` over the past `0 ≤ s ≤ t`,
for a memory kernel `K` and a reduced propagator `U`. -/
def memoryTerm (K U : ℝ → A) (t : ℝ) : A :=
  ∫ s in (0 : ℝ)..t, K (t - s) * U s
```

This defines `memoryTerm K U t` as $\int_0^t K(t-s)U(s)\,ds$. The kernel depends only on the elapsed time $t-s$, as it does in the Nakajima–Zwanzig equation for a time-independent total Hamiltonian and a fixed projection.

## A function bounded by its own past

```lean
/-- A continuous function whose norm on `[0,T]` is bounded by a constant times the integral of
its norm over the past vanishes on `[0,T]`. -/
theorem eq_zero_of_volterra_bound {E : Type*} [NormedAddCommGroup E] {g : ℝ → E} {T C : ℝ}
    (hg : Continuous g)
    (h : ∀ t ∈ Icc 0 T, ‖g t‖ ≤ C * ∫ s in (0 : ℝ)..t, ‖g s‖) :
    ∀ t ∈ Icc 0 T, g t = 0 := by
  intro t ht
  have hd : ∀ x, HasDerivAt (fun x => ∫ s in (0 : ℝ)..x, ‖g s‖) ‖g x‖ x :=
    fun x => (hg.norm.integral_hasStrictDerivAt 0 x).hasDerivAt
  have bound : ∀ x ∈ Ico 0 T, ‖‖g x‖‖ ≤ C * ‖∫ s in (0 : ℝ)..x, ‖g s‖‖ + 0 := by
    intro x hx
    have hn : 0 ≤ ∫ s in (0 : ℝ)..x, ‖g s‖ :=
      intervalIntegral.integral_nonneg hx.1 (fun _ _ => norm_nonneg _)
    rw [norm_norm, Real.norm_of_nonneg hn, add_zero]
    exact h x ⟨hx.1, hx.2.le⟩
  -- Grönwall's inequality for the accumulated norm, which starts at zero
  have hz : ‖∫ s in (0 : ℝ)..t, ‖g s‖‖ ≤ gronwallBound 0 C 0 (t - 0) :=
    norm_le_gronwallBound_of_norm_deriv_right_le
      (f := fun x => ∫ s in (0 : ℝ)..x, ‖g s‖) (f' := fun x => ‖g x‖)
      (fun x _ => (hd x).continuousAt.continuousWithinAt)
      (fun x _ => (hd x).hasDerivWithinAt) (by simp) bound t ht
  rw [gronwallBound_ε0, zero_mul] at hz
  have hb := h t ht
  rw [norm_le_zero_iff.mp hz, mul_zero] at hb
  exact norm_le_zero_iff.mp hb
```

A Lean theorem here lists its hypotheses before the colon that stands outside all brackets and its conclusion after it; the proof follows `:= by`. Here `Icc 0 T` is the closed interval $[0,T]$. The statement says that if $g$ is continuous and $\|g(t)\|\le C\int_0^t\|g(s)\|\,ds$ on $[0,T]$, then $g=0$ there.

By hand, set $N(t)=\int_0^t\|g(s)\|\,ds$. Then $N(0)=0$ and $N'(t)=\|g(t)\|\le C\,N(t)$, so

$$\frac{d}{dt}\left(e^{-Ct}N(t)\right)=e^{-Ct}\left(N'(t)-C\,N(t)\right)\le 0 .$$

Hence $N(t)\le 0$. Since $N$ is an integral of a norm, it is also non-negative, so $N(t)=0$. The assumed bound now gives $\|g(t)\|\le C\cdot 0=0$.

In the proof, `hd` is the derivative of $N$ and `bound` is the differential inequality. Mathlib's version of Grönwall's inequality replaces the exponential factor argument and yields `hz`, whose right-hand side is zero because $N$ starts at zero.

## Moving the derivative onto the propagator

```lean
variable [CompleteSpace A]

/-- Integration by parts moves the time derivative onto the propagator: for a continuous kernel `D`
and a `U` continuously differentiable on `[0,T]` with `U 0 = 1` and derivative `V`, the memory term
at a time in `[0,T]` is the primitive of `D` that starts from zero at time zero, plus the
convolution of that primitive with `V`. -/
theorem memoryTerm_by_parts {D U V : ℝ → A} {T t : ℝ} (hD : Continuous D)
    (hV : ContinuousOn V (Icc 0 T))
    (hU : ∀ s ∈ Icc 0 T, HasDerivWithinAt U (V s) (Icc 0 T) s)
    (h0 : U 0 = 1) (ht : t ∈ Icc 0 T) :
    memoryTerm D U t = (∫ s in (0 : ℝ)..t, D s) +
      ∫ s in (0 : ℝ)..t, (∫ r in (0 : ℝ)..s, D r) * V (t - s) := by
  have hflip : memoryTerm D U t = ∫ s in (0 : ℝ)..t, D s * U (t - s) := by
    have h := intervalIntegral.integral_comp_sub_left (a := 0) (b := t)
      (fun s => D s * U (t - s)) t
    simpa only [memoryTerm, sub_sub_cancel, sub_self, sub_zero] using h
  let G : ℝ → A := fun s => ∫ r in (0 : ℝ)..s, D r
  change memoryTerm D U t = G t + ∫ s in (0 : ℝ)..t, G s * V (t - s)
  have hG : ∀ s, HasDerivAt G (D s) s :=
    fun s => (hD.integral_hasStrictDerivAt 0 s).hasDerivAt
  have hGc : Continuous G := continuous_iff_continuousAt.2 fun s => (hG s).continuousAt
  have hG0 : G 0 = 0 := intervalIntegral.integral_same
  have hmap : MapsTo (fun s => t - s) (Icc 0 t) (Icc 0 T) :=
    fun s hs => ⟨sub_nonneg.2 hs.2, (sub_le_self t hs.1).trans ht.2⟩
  have hsub : ContinuousOn (fun s : ℝ => t - s) (Icc 0 t) := by fun_prop
  have hU0 : ContinuousOn U (Icc 0 T) := fun s hs => (hU s hs).continuousWithinAt
  have hUc : ContinuousOn (fun s => U (t - s)) (Icc 0 t) := hU0.comp hsub hmap
  have hVc : ContinuousOn (fun s => V (t - s)) (Icc 0 t) := hV.comp hsub hmap
  have i1 : IntervalIntegrable (fun s => D s * U (t - s)) volume 0 t :=
    (hD.continuousOn.mul hUc).intervalIntegrable_of_Icc ht.1
  have i2 : IntervalIntegrable (fun s => G s * V (t - s)) volume 0 t :=
    (hGc.continuousOn.mul hVc).intervalIntegrable_of_Icc ht.1
  have hc : ContinuousOn (fun s => G s * U (t - s)) (Icc 0 t) := hGc.continuousOn.mul hUc
  have hd : ∀ s ∈ Ioo 0 t, HasDerivAt (fun s => G s * U (t - s))
      (D s * U (t - s) - G s * V (t - s)) s := by
    intro s hs
    have h1 : HasDerivAt U (V (t - s)) (t - s) :=
      (hU _ (hmap ⟨hs.1.le, hs.2.le⟩)).hasDerivAt
        (Icc_mem_nhds (sub_pos.2 hs.2) (by linarith [hs.1, ht.2]))
    have h2 : HasDerivAt (fun s => U (t - s)) (-V (t - s)) s := h1.comp_const_sub t s
    exact ((hG s).fun_mul h2).congr_deriv (by simp only [mul_neg, sub_eq_add_neg])
  -- the fundamental theorem of calculus for `G s * U (t - s)`
  have key : (∫ s in (0 : ℝ)..t, D s * U (t - s)) - ∫ s in (0 : ℝ)..t, G s * V (t - s)
      = G t * U (t - t) - G 0 * U (t - 0) := by
    rw [← intervalIntegral.integral_sub i1 i2]
    exact intervalIntegral.integral_eq_sub_of_hasDerivAt_of_le ht.1 hc hd (i1.sub i2)
  rw [sub_self t, h0, hG0, mul_one, zero_mul, sub_zero] at key
  rw [hflip]
  exact sub_eq_iff_eq_add.1 key
```

The function `V` is the derivative of $U$. The hypothesis `hU` says so with `HasDerivWithinAt`, a derivative computed from points of $[0,T]$ only. At the endpoints it is one-sided, so nothing is assumed about $U$ outside the window. Continuity of `V` makes $U$ continuously differentiable.

For a continuous kernel $D$, write $G(s)=\int_0^s D(r)\,dr$. The substitution $s\to t-s$ turns the memory term into $\int_0^t D(s)U(t-s)\,ds$. The product rule gives

$$\frac{d}{ds}\left[G(s)U(t-s)\right]=D(s)U(t-s)-G(s)V(t-s).$$

Integrating from $0$ to $t$ leaves the boundary terms $G(t)U(0)-G(0)U(t)=G(t)$, because $U(0)=1$ and $G(0)=0$. Therefore

$$\int_0^t D(t-s)U(s)\,ds=G(t)+\int_0^t G(s)V(t-s)\,ds .$$

The Lean steps have the same order: `hflip` is the substitution, `hd` the product rule at interior times, and `key` the integrated identity. The lines between them check continuity and integrability.

## Equal memory terms force equal kernels

```lean
/-- A propagator and its memory term determine a continuous kernel: if `U` is continuously
differentiable on `[0,T]`, `T > 0`, with `U 0 = 1`, then two kernels continuous on `[0,T]` that give
the same memory term at all times in `[0,T]` coincide on `[0,T]`. -/
theorem memoryKernel_unique {K M U V : ℝ → A} {T : ℝ} (hT : 0 < T)
    (hK : ContinuousOn K (Icc 0 T)) (hM : ContinuousOn M (Icc 0 T))
    (hV : ContinuousOn V (Icc 0 T))
    (hU : ∀ s ∈ Icc 0 T, HasDerivWithinAt U (V s) (Icc 0 T) s) (h0 : U 0 = 1)
    (h : ∀ t ∈ Icc 0 T, memoryTerm K U t = memoryTerm M U t) :
    EqOn K M (Icc 0 T) := by
  -- extend the difference of the kernels continuously to the whole time axis
  have he : Continuous (fun t : ℝ => max 0 (min t T)) := by fun_prop
  have heI : ∀ t : ℝ, max 0 (min t T) ∈ Icc 0 T :=
    fun t => ⟨le_max_left _ _, max_le hT.le (min_le_right _ _)⟩
  obtain ⟨D, hD, hDe⟩ : ∃ D : ℝ → A, Continuous D ∧ ∀ t ∈ Icc 0 T, D t = K t - M t :=
    ⟨fun t => K (max 0 (min t T)) - M (max 0 (min t T)),
      (hK.comp_continuous he heI).sub (hM.comp_continuous he heI),
      fun t ht => by simp only [min_eq_left ht.2, max_eq_right ht.1]⟩
  have hU0 : ContinuousOn U (Icc 0 T) := fun s hs => (hU s hs).continuousWithinAt
  have hmap : ∀ t ∈ Icc 0 T, ∀ s ∈ Icc 0 t, t - s ∈ Icc 0 T :=
    fun t ht s hs => ⟨sub_nonneg.2 hs.2, (sub_le_self t hs.1).trans ht.2⟩
  have hzero : ∀ t ∈ Icc 0 T, memoryTerm D U t = 0 := by
    intro t ht
    have hint : ∀ N : ℝ → A, ContinuousOn N (Icc 0 T) →
        IntervalIntegrable (fun s => N (t - s) * U s) volume 0 t := by
      intro N hN
      have hsub : ContinuousOn (fun s : ℝ => t - s) (Icc 0 t) := by fun_prop
      have hNc : ContinuousOn (fun s => N (t - s)) (Icc 0 t) := hN.comp hsub (hmap t ht)
      exact (hNc.mul (hU0.mono (Icc_subset_Icc_right ht.2))).intervalIntegrable_of_Icc ht.1
    have hcong : memoryTerm D U t
        = ∫ s in (0 : ℝ)..t, (K (t - s) * U s - M (t - s) * U s) := by
      unfold memoryTerm
      refine intervalIntegral.integral_congr fun s hs => ?_
      rw [uIcc_of_le ht.1] at hs
      simp only [hDe (t - s) (hmap t ht s hs), sub_mul]
    rw [hcong, intervalIntegral.integral_sub (hint K hK) (hint M hM)]
    exact sub_eq_zero.2 (h t ht)
  obtain ⟨C, hC⟩ := isCompact_Icc.exists_bound_of_continuousOn hV
  have hd : ∀ t, HasDerivAt (fun t => ∫ r in (0 : ℝ)..t, D r) (D t) t :=
    fun t => (hD.integral_hasStrictDerivAt 0 t).hasDerivAt
  have hGc : Continuous (fun t => ∫ r in (0 : ℝ)..t, D r) :=
    continuous_iff_continuousAt.2 fun t => (hd t).continuousAt
  -- the primitive of the difference obeys a homogeneous Volterra inequality
  have hG : ∀ t ∈ Icc 0 T, (∫ r in (0 : ℝ)..t, D r) = 0 := by
    refine eq_zero_of_volterra_bound (C := C) hGc fun t ht => ?_
    have hp := memoryTerm_by_parts hD hV hU h0 ht
    rw [hzero t ht] at hp
    rw [eq_neg_of_add_eq_zero_left hp.symm, norm_neg, ← intervalIntegral.integral_const_mul]
    refine intervalIntegral.norm_integral_le_of_norm_le ht.1
      (Filter.Eventually.of_forall fun s hs => ?_)
      ((continuous_const.mul hGc.norm).intervalIntegrable 0 t)
    refine (norm_mul_le _ _).trans ?_
    rw [mul_comm C]
    exact mul_le_mul_of_nonneg_left (hC _ (hmap t ht s ⟨hs.1.le, hs.2⟩)) (norm_nonneg _)
  -- differentiate the vanishing primitive within the observed window
  intro t ht
  have hz : HasDerivWithinAt (fun t => ∫ r in (0 : ℝ)..t, D r) 0 (Icc 0 T) t :=
    (hasDerivWithinAt_const t (Icc 0 T) (0 : A)).congr (fun s hs => hG s hs) (hG t ht)
  have hDt : D t = 0 :=
    (uniqueDiffOn_Icc hT t ht).eq_deriv _ (hd t).hasDerivWithinAt hz
  exact sub_eq_zero.1 ((hDe t ht).symm.trans hDt)
```

This is the main theorem. `ContinuousOn K (Icc 0 T)` says that $K$ is continuous on the window, hypothesis `h` equates the two memory terms there, and `EqOn K M (Icc 0 T)` says that the kernels agree at each of its points.

Let $D=K-M$ on $[0,T]$, and extend it to all real times by its endpoint values; the expression `max 0 (min t T)` does this. By linearity the memory term of $D$ vanishes on the window, which is `hzero`. Integration by parts then gives

$$G(t)=-\int_0^t G(s)V(t-s)\,ds .$$

A continuous function on a closed bounded interval is bounded, so $\|V\|\le C$ on $[0,T]$ for some $C$. Taking norms,

$$\|G(t)\|\le\int_0^t\|G(s)\|\,\|V(t-s)\|\,ds\le C\int_0^t\|G(s)\|\,ds .$$

The preceding Volterra bound gives $G=0$ on $[0,T]$; this is `hG`. Finally, $D(t)$ is the derivative of $G$ at $t$, while the derivative of the zero function within $[0,T]$ is zero. The derivative within an interval of positive length is unique, so $D(t)=0$ and $K(t)=M(t)$. The term `uniqueDiffOn_Icc hT t ht` supplies this uniqueness, also at the endpoints.

Positive length matters: at $T=0$ both memory terms are zero whatever $K(0)$ and $M(0)$ are. Some regularity of the kernels matters too, since changing $K$ at a single time alters no integral. Continuity also excludes a delta function at zero delay; such an instantaneous contribution belongs in a separate generator.

## The instantaneous generator is fixed as well

```lean
/-- If a continuously differentiable `U` with `U 0 = 1` obeys two equations of Nakajima-Zwanzig form
without inhomogeneous term on `[0,T]`, `T > 0`, with continuous kernels, then the instantaneous
generators are equal and the memory kernels coincide on `[0,T]`. -/
theorem generator_and_kernel_unique {K M U V : ℝ → A} {L L' : A} {T : ℝ} (hT : 0 < T)
    (hK : ContinuousOn K (Icc 0 T)) (hM : ContinuousOn M (Icc 0 T))
    (hV : ContinuousOn V (Icc 0 T))
    (hU : ∀ s ∈ Icc 0 T, HasDerivWithinAt U (V s) (Icc 0 T) s) (h0 : U 0 = 1)
    (e₁ : ∀ t ∈ Icc 0 T, V t = L * U t + memoryTerm K U t)
    (e₂ : ∀ t ∈ Icc 0 T, V t = L' * U t + memoryTerm M U t) :
    L = L' ∧ EqOn K M (Icc 0 T) := by
  -- at time zero there is no memory yet
  have hL : L = L' := by
    have h := (e₁ 0 ⟨le_rfl, hT.le⟩).symm.trans (e₂ 0 ⟨le_rfl, hT.le⟩)
    simpa [memoryTerm, h0] using h
  subst hL
  exact ⟨rfl, memoryKernel_unique hT hK hM hV hU h0
    fun t ht => add_left_cancel ((e₁ t ht).symm.trans (e₂ t ht))⟩
```

An equation of Nakajima–Zwanzig form without an inhomogeneous term reads

$$U'(t)=L\,U(t)+\int_0^t K(t-s)U(s)\,ds ,$$

where $L$ generates the part of the evolution without delay. The missing inhomogeneous term corresponds to initial states with no component in the projected-out space. The theorem supposes that the same $U$ obeys this equation with $(L,K)$ and with $(L',M)$, and concludes that $L=L'$ and that $K=M$ on $[0,T]$.

At $t=0$ the memory integrals vanish and $U(0)=1$, so the equations give $L=U'(0)=L'$. Subtracting the common term $L\,U(t)$ at later times leaves equal memory terms, and the main theorem applies. Here the full propagator $U$ on $[0,T]$ alone determines $L$ and the kernel on that window, provided that an equation of this form with a continuous kernel holds. That such an equation exists is assumed and not derived from a microscopic Hamiltonian.

## Complex matrices of any finite size

```lean
/-- The matrix case: for a continuously differentiable complex matrix propagator on `[0,T]`,
`T > 0`, with `U 0 = 1`, continuous matrix kernels with equal memory terms on `[0,T]` are equal
there. -/
theorem matrix_memoryKernel_unique {n : Type*} [Fintype n] [DecidableEq n]
    {K M U V : ℝ → Matrix n n ℂ} {T : ℝ} (hT : 0 < T)
    (hK : ContinuousOn K (Icc 0 T)) (hM : ContinuousOn M (Icc 0 T))
    (hV : ContinuousOn V (Icc 0 T))
    (hU : ∀ s ∈ Icc 0 T, HasDerivWithinAt U (V s) (Icc 0 T) s) (h0 : U 0 = 1)
    (h : ∀ t ∈ Icc 0 T, memoryTerm K U t = memoryTerm M U t) :
    EqOn K M (Icc 0 T) := by
  have : CompleteSpace (Matrix n n ℂ) := FiniteDimensional.complete ℂ _
  exact memoryKernel_unique hT hK hM hV hU h0 h
```

`Matrix n n ℂ` is the type of complex square matrices whose rows and columns are labelled by a finite set `n`. For a reduced density matrix of a $d$-level system written as a vector, `n` has $d^2$ labels and $U(t)$ is a $d^2\times d^2$ matrix. Its columns are the evolved basis vectors, so the data must determine the action on a complete set of initial vectors.

The proof notes that a finite-dimensional matrix space is complete and applies the general theorem. The conclusion concerns exact functions of continuous time: it gives no error bound for sampled or noisy data, and no information about the kernel beyond $T$.

## One initial state can leave a column undetermined

```lean
/-- When the 2 × 2 data matrix is zero outside its upper left entry, any functions `a` and `b` can
be added to the second column of the kernel without changing the memory term. -/
theorem second_column_invisible (K : ℝ → Matrix (Fin 2) (Fin 2) ℂ) (a b u : ℝ → ℂ) (t : ℝ) :
    memoryTerm (fun s => K s + !![0, a s; 0, b s]) (fun s => !![u s, 0; 0, 0]) t
      = memoryTerm K (fun s => !![u s, 0; 0, 0]) t := by
  unfold memoryTerm
  refine intervalIntegral.integral_congr fun s _ => ?_
  have hz : !![0, a (t - s); 0, b (t - s)] * !![u s, 0; 0, 0] = 0 := by
    ext i j
    fin_cases i <;> fin_cases j <;> simp [Matrix.mul_apply, Fin.sum_univ_succ]
  change (K (t - s) + !![0, a (t - s); 0, b (t - s)]) * !![u s, 0; 0, 0]
    = K (t - s) * !![u s, 0; 0, 0]
  rw [Matrix.add_mul, hz, add_zero]

end

end MemoryKernelUniqueness
```

The notation `!![u s, 0; 0, 0]` is a $2\times2$ matrix written row by row. Its zero second column means that no data exist for the second initial state. Its zero second row means that the recorded trajectory never acquires a second component. For arbitrary functions $a$ and $b$,

$$\begin{pmatrix}0&a(t-s)\\0&b(t-s)\end{pmatrix}\begin{pmatrix}u(s)&0\\0&0\end{pmatrix}=0 ,$$

so adding the first matrix to $K(t-s)$ leaves the integrand, and hence the memory term, unchanged. In the proof, `hz` is this product, checked entry by entry.

Take $u(s)=1$ and let $a$ be continuous and non-zero somewhere on $[0,T]$, with $b=-a$ and $K$ continuous. Every hypothesis of the matrix theorem except $U(0)=1$ is then satisfied, yet the two kernels differ. If the two components are the populations of a ground and an excited state, the added column conserves the total population, and the example says that a system which stays in its ground state reveals nothing about decay from the excited state. More generally, if the columns of $U(s)$ stay in one fixed proper subspace at all times, the memory term does not determine how the kernel acts on a vector outside that subspace. A single trajectory that explores the whole space is not enough either: if its components are continuous functions $u_1$ and $u_2$, the kernel with first row $(u_2,-u_1)$ and second row zero has zero memory term, because $\int_0^t u_2(t-s)u_1(s)\,ds=\int_0^t u_1(t-s)u_2(s)\,ds$.

```lean
#print axioms MemoryKernelUniqueness.generator_and_kernel_unique
-- 'MemoryKernelUniqueness.generator_and_kernel_unique' depends on axioms: [propext, Classical.choice, Quot.sound]
#print axioms MemoryKernelUniqueness.matrix_memoryKernel_unique
-- 'MemoryKernelUniqueness.matrix_memoryKernel_unique' depends on axioms: [propext, Classical.choice, Quot.sound]
#print axioms MemoryKernelUniqueness.second_column_invisible
-- 'MemoryKernelUniqueness.second_column_invisible' depends on axioms: [propext, Classical.choice, Quot.sound]
```
